# Coexisting phases with strictly convex free energies have unique compositions at fixed overall composition

Let phases A and B have strictly convex molar free energies \(G_A\) and \(G_B\), and fix the overall composition \(x\). Suppose that two equilibria at \(x\) both contain both phases, the first with a fraction \(f\) of A at composition \(y\) and \(1-f\) of B at \(z\), the second with \(f'\), \(y'\) and \(z'\). Then \(y=y'\) and \(z=z'\), and if \(y\neq z\) then also \(f=f'\).

The physical problem is a closed sample at fixed temperature and pressure that divides itself between two phases so as to minimise

\[ F = f\,G_A(y) + (1-f)\,G_B(z), \qquad f y + (1-f) z = x . \]

The segment from \(y\) to \(z\) is the tie line. For phase-diagram calculations with two strictly convex phases, the result means that two exact global minimisations which both return a two-phase state at \(x\) must agree on its end compositions.

## Matter is conserved

A phase is a set of allowed compositions, `dom`, with a free energy `G` on it. Compositions live in a real vector space `E` (not an energy), for instance \(\mathbb R^n\) with \(n\) independent mole fractions. The letter `f` is a phase fraction, not a free energy.

```lean
import Mathlib

noncomputable section

namespace EquilibriumTieLine

/-- A phase: the set of compositions it can take and its molar free energy. -/
structure Phase (E : Type*) where
  dom : Set E
  G : E → ℝ

/-- Free energy of a fraction `f` of phase `A` at composition `y` together with a fraction
`1 - f` of phase `B` at composition `z`. -/
def energy {E : Type*} (A B : Phase E) (f : ℝ) (y z : E) : ℝ :=
  f * A.G y + (1 - f) * B.G z

variable {E : Type*} [AddCommGroup E] [Module ℝ E] {A B : Phase E}
  {x y z y' z' : E} {f f' : ℝ}

/-- A split of the overall composition `x` into the two phases, obeying mass balance. -/
def IsSplit (A B : Phase E) (x : E) (f : ℝ) (y z : E) : Prop :=
  0 ≤ f ∧ f ≤ 1 ∧ y ∈ A.dom ∧ z ∈ B.dom ∧ f • y + (1 - f) • z = x
```

`IsSplit` says that the fraction lies in \([0,1]\), that each composition is allowed in its phase, and that mass balance holds. In the proof of uniqueness, by hand and in Lean, mass balance has two uses: to show that a constructed competitor is admissible, and to fix the fraction at the end. Without it the fraction can be free even when \(y\ne z\). The numerical examples in this text let compositions range over the whole real line, so they are mathematical examples and not mole fractions. With \(G_A(u)=(u+1)^2\) and \(G_B(u)=(u-1)^2\), an unconstrained minimisation gives \(y=-1\), \(z=1\) and any \(f\).

## The free energy is at its global minimum

```lean
/-- An equilibrium at overall composition `x`: a split of least free energy among all splits. -/
def IsEquilibrium (A B : Phase E) (x : E) (f : ℝ) (y z : E) : Prop :=
  IsSplit A B x f y z ∧
    ∀ f' y' z', IsSplit A B x f' y' z' → energy A B f y z ≤ energy A B f' y' z'
```

An equilibrium is a split whose energy does not exceed that of any other split at the same \(x\). Whether one exists is a separate question; the uniqueness theorem takes two equilibria as given. Without minimality nothing singles out a split: at \(x=0\), equal amounts at \(\pm1\) and equal amounts at \(\pm2\) both conserve matter.

The step from this model to a real sample is the assumption that the sample reaches the minimum of a sum of two bulk free energies, with no interfacial or strain energy and no third phase.

## Each phase is strictly convex

Strict convexity means that mixing two portions of a phase with different compositions lowers the free energy, so the phase has no miscibility gap of its own. It is assumed here, not derived from a microscopic model.

Take amounts \(a,b\ge 0\) of phase A, not both zero, at \(y\) and \(y'\), and pool them at

\[ w=\frac{a y+b y'}{a+b}. \]

Then \((a+b)w=ay+by'\), so matter is conserved. Convexity with weights \(a/(a+b)\) and \(b/(a+b)\), multiplied by \(a+b\), gives

\[ (a+b)\,G_A(w)\le a\,G_A(y)+b\,G_A(y'). \]

If \(G_A\) is strictly convex, \(a,b>0\) and \(y\neq y'\), the inequality is strict.

```lean
/-- Pooling amounts `a` and `b`, not both zero, of a phase with convex free energy conserves
matter and does not raise the free energy. -/
theorem pool_le (hA : ConvexOn ℝ A.dom A.G) {a b : ℝ} (ha : 0 ≤ a) (hb : 0 ≤ b)
    (hs : 0 < a + b) (hy : y ∈ A.dom) (hy' : y' ∈ A.dom) :
    ∃ w ∈ A.dom, (a + b) • w = a • y + b • y' ∧
      (a + b) * A.G w ≤ a * A.G y + b * A.G y' := by
  have h1 : a / (a + b) + b / (a + b) = 1 := by rw [← add_div, div_self hs.ne']
  have e1 : (a + b) * (a / (a + b)) = a := by field_simp
  have e2 : (a + b) * (b / (a + b)) = b := by field_simp
  have p1 := div_nonneg ha hs.le
  have p2 := div_nonneg hb hs.le
  refine ⟨(a / (a + b)) • y + (b / (a + b)) • y', hA.1 hy hy' p1 p2 h1, ?_, ?_⟩
  · rw [smul_add, smul_smul, smul_smul, e1, e2]
  · have h := hA.2 hy hy' p1 p2 h1
    simp only [smul_eq_mul] at h
    have h2 := mul_le_mul_of_nonneg_left h hs.le
    linear_combination h2 + A.G y * e1 + A.G y' * e2

/-- Pooling positive amounts of a phase with strictly convex free energy at two different
compositions conserves matter and strictly lowers the free energy. -/
theorem pool_lt (hA : StrictConvexOn ℝ A.dom A.G) {a b : ℝ} (ha : 0 < a) (hb : 0 < b)
    (hy : y ∈ A.dom) (hy' : y' ∈ A.dom) (hne : y ≠ y') :
    ∃ w ∈ A.dom, (a + b) • w = a • y + b • y' ∧
      (a + b) * A.G w < a * A.G y + b * A.G y' := by
  have hs : 0 < a + b := add_pos ha hb
  have h1 : a / (a + b) + b / (a + b) = 1 := by rw [← add_div, div_self hs.ne']
  have e1 : (a + b) * (a / (a + b)) = a := by field_simp
  have e2 : (a + b) * (b / (a + b)) = b := by field_simp
  have p1 := div_pos ha hs
  have p2 := div_pos hb hs
  refine ⟨(a / (a + b)) • y + (b / (a + b)) • y', hA.1 hy hy' p1.le p2.le h1, ?_, ?_⟩
  · rw [smul_add, smul_smul, smul_smul, e1, e2]
  · have h := hA.2 hy hy' hne p1 p2 h1
    simp only [smul_eq_mul] at h
    have h2 := mul_lt_mul_of_pos_left h hs
    linear_combination h2 + A.G y * e1 + A.G y' * e2
```

In both lemmas `hA.1` is the convexity of the domain, which makes \(w\) an allowed composition, and `hA.2` is the inequality for the free energy. The final `linear_combination` clears the denominators.

If B is convex but not strictly so, its composition can be undetermined even when A is strictly convex. Take \(G_A(u)=u^2\), \(G_B=0\) on the real line and \(x=1\). Both \((f,y,z)=(1/2,0,2)\) and \((1/4,0,4/3)\) have the least energy, zero.

## Both phases are present in both equilibria

Suppose \(y\neq y'\). Pool the two equilibria phase by phase: the amounts \(f,f'\) of A give a composition \(w\), and the amounts \(1-f,1-f'\) of B give a composition \(v\). Take half of everything, so that the fraction of A is \(\bar f=(f+f')/2\). Mass balance holds, because

\[ \bar f w+(1-\bar f)v=\tfrac12\bigl[fy+(1-f)z+f'y'+(1-f')z'\bigr]=\tfrac12(x+x)=x. \]

Since \(f\) and \(f'\) are positive, pooling A lowers the energy strictly, and pooling B does not raise it:

\[ \bar f G_A(w)+(1-\bar f)G_B(v)<\tfrac12(F+F'). \]

Here \(F\) and \(F'\) are the energies of the two equilibria, and both equal the minimum. The pooled state would lie below it, a contradiction. Hence \(y=y'\), and exchanging the names of the phases gives \(z=z'\).

```lean
/-- Exchanging the names of the two phases turns a split into a split. -/
theorem IsSplit.swap (h : IsSplit A B x f y z) : IsSplit B A x (1 - f) z y := by
  obtain ⟨h0, h1, hy, hz, hx⟩ := h
  exact ⟨by linarith, by linarith, hz, hy, by rw [← hx]; module⟩

/-- Exchanging the names of the two phases turns an equilibrium into an equilibrium. -/
theorem IsEquilibrium.swap (h : IsEquilibrium A B x f y z) :
    IsEquilibrium B A x (1 - f) z y := by
  refine ⟨h.1.swap, fun f' y' z' h' => ?_⟩
  have k := h.2 _ _ _ h'.swap
  simp only [energy] at k ⊢
  linarith

/-- If phase `A` is strictly convex and phase `B` convex, two equilibria at the same overall
composition, both containing `A` and the first also containing `B`, have the same composition
of `A`. -/
theorem composition_unique (hA : StrictConvexOn ℝ A.dom A.G) (hB : ConvexOn ℝ B.dom B.G)
    (h : IsEquilibrium A B x f y z) (h' : IsEquilibrium A B x f' y' z')
    (hf : 0 < f) (hf1 : f < 1) (hf' : 0 < f') : y = y' := by
  by_contra hne
  obtain ⟨⟨_, _, hy, hz, hx⟩, hm⟩ := h
  obtain ⟨⟨_, hf1', hy', hz', hx'⟩, hm'⟩ := h'
  -- pool the two equilibria phase by phase
  obtain ⟨w, hw, ew, gw⟩ := pool_lt hA hf hf' hy hy' hne
  obtain ⟨v, hv, ev, gv⟩ := pool_le hB (a := 1 - f) (b := 1 - f')
    (by linarith) (by linarith) (by linarith) hz hz'
  have hs : IsSplit A B x ((f + f') / 2) w v := by
    refine ⟨by linarith, by linarith, hw, hv, ?_⟩
    calc ((f + f') / 2) • w + (1 - (f + f') / 2) • v
        = (1 / 2 : ℝ) • ((f + f') • w + ((1 - f) + (1 - f')) • v) := by module
      _ = (1 / 2 : ℝ) • ((f • y + (1 - f) • z) + (f' • y' + (1 - f') • z')) := by
          rw [ew, ev]; module
      _ = x := by rw [hx, hx']; module
  -- the pooled state would lie below the minimum
  have k := hm _ _ _ hs
  have k' := hm' _ _ _ hs
  simp only [energy] at k k'
  linarith
```

The two `swap` lemmas are the exchange of names, with \(f\) replaced by \(1-f\). In `composition_unique`, `pool_lt` supplies \(w\) and `pool_le` supplies \(v\); `hs` is the mass balance above, and the last `linarith` finds the contradiction. The hypotheses `hf` and `hf'` make the pooling of A strict, while `hf1` ensures that there is some B to pool. For the composition of A alone, B need only be convex.

An absent phase has no physical composition, only a label with weight zero. It is therefore not enough that one of the two equilibria contains both phases. With \(G_A(u)=G_B(u)=u^2\) and \(x=0\), the splits \((1/2,0,0)\) and \((0,5,0)\) both have energy zero, yet their labels for A differ.

## The two phase compositions differ from each other

With the compositions settled, subtract the two mass balances:

\[ 0=\bigl[fy+(1-f)z\bigr]-\bigl[f'y+(1-f')z\bigr]=(f-f')(y-z). \]

If \(y\neq z\), then \(f=f'\). The value of the fraction is given by the lever rule, \(f(y-z)=x-z\), which is mass balance rearranged.

```lean
/-- Uniqueness of the tie line: for strictly convex phases, two equilibria at the same overall
composition, each containing both phases, have the same phase compositions, and the same phase
fraction if these compositions differ from each other. -/
theorem tie_line_unique (hA : StrictConvexOn ℝ A.dom A.G) (hB : StrictConvexOn ℝ B.dom B.G)
    (h : IsEquilibrium A B x f y z) (h' : IsEquilibrium A B x f' y' z')
    (hf : 0 < f) (hf1 : f < 1) (hf' : 0 < f') (hf1' : f' < 1) :
    y = y' ∧ z = z' ∧ (y ≠ z → f = f') := by
  have ey := composition_unique hA hB.convexOn h h' hf hf1 hf'
  have ez := composition_unique hB hA.convexOn h.swap h'.swap
    (by linarith) (by linarith) (by linarith)
  refine ⟨ey, ez, fun hne => ?_⟩
  subst ey ez
  -- mass balance: the lever rule fixes the fraction
  have e : (f - f') • (y - z) = 0 := by
    have e' : (f - f') • (y - z)
        = (f • y + (1 - f) • z) - (f' • y + (1 - f') • z) := by module
    rw [e', h.1.2.2.2.2, h'.1.2.2.2.2, sub_self]
  rcases smul_eq_zero.mp e with e | e
  · exact sub_eq_zero.mp e
  · exact absurd (sub_eq_zero.mp e) hne
```

The theorem applies `composition_unique` twice, the second time with the phases exchanged. It then proves the displayed identity, and `smul_eq_zero` splits it into its two cases.

To see what happens when \(y=z\), first move along the tie line. Let \(0\le g<f<1\), where \(g\) is another fraction of A, and put \(x_g=gy+(1-g)z\). With \(t=(1-f)/(1-g)\), which lies strictly between 0 and 1, one has \(t x_g+(1-t)y=x\). Let \((k,u,v)\) be any split at \(x_g\). Mix an amount \(t\) of it with \(1-t\) of pure A at \(y\), and pool the two portions of A. The result is a split at \(x\), so minimality there gives

\[ fG_A(y)+(1-f)G_B(z)\le t\bigl[kG_A(u)+(1-k)G_B(v)\bigr]+(1-t)G_A(y). \]

Since \(f=tg+1-t\) and \(1-f=t(1-g)\), the left side is \(t[gG_A(y)+(1-g)G_B(z)]+(1-t)G_A(y)\). Cancelling the common term and dividing by \(t\) shows that \((g,y,z)\) is an equilibrium at \(x_g\). The case \(g=f\) is immediate, and \(g>f\) follows by exchanging the phases.

```lean
/-- If phase `A` is convex, an equilibrium containing phase `B` stays an equilibrium, with
unchanged phase compositions, when the fraction of `A` is lowered along the tie line. -/
theorem equilibrium_of_le (hA : ConvexOn ℝ A.dom A.G) (h : IsEquilibrium A B x f y z)
    (hf1 : f < 1) {g : ℝ} (hg0 : 0 ≤ g) (hg : g ≤ f) :
    IsEquilibrium A B (g • y + (1 - g) • z) g y z := by
  rcases hg.eq_or_lt with rfl | hlt
  · rw [h.1.2.2.2.2]; exact h
  obtain ⟨⟨_, _, hy, hz, hx⟩, hm⟩ := h
  refine ⟨⟨hg0, by linarith, hy, hz, rfl⟩, ?_⟩
  rintro k u v ⟨hk0, hk1, hu, hv, hx'⟩
  have hc : 0 < 1 - g := by linarith
  obtain ⟨t, ht0, ht1, ht⟩ : ∃ t : ℝ, 0 < t ∧ t < 1 ∧ t * (1 - g) = 1 - f :=
    ⟨(1 - f) / (1 - g), div_pos (by linarith) hc, (div_lt_one hc).2 (by linarith),
      div_mul_cancel₀ _ hc.ne'⟩
  have htk : 0 ≤ t * k := mul_nonneg ht0.le hk0
  -- mix the competing split with pure `A` to return to the composition `x`
  obtain ⟨w, hw, ew, gw⟩ := pool_le hA (a := t * k) (b := 1 - t)
    htk (by linarith) (by linarith) hu hy
  have hs : IsSplit A B x (t * k + (1 - t)) w v := by
    refine ⟨by linarith, by nlinarith, hw, hv, ?_⟩
    calc (t * k + (1 - t)) • w + (1 - (t * k + (1 - t))) • v
        = t • (k • u + (1 - k) • v) + (1 - t) • y := by rw [ew]; module
      _ = (1 - t * (1 - g)) • y + (t * (1 - g)) • z := by rw [hx']; module
      _ = x := by rw [ht, ← hx]; module
  have k0 := hm _ _ _ hs
  simp only [energy] at k0 ⊢
  refine le_of_mul_le_mul_left ?_ ht0
  linear_combination k0 + gw + (B.G z - A.G y) * ht

/-- For convex phases, if one equilibrium contains both phases, then every overall composition
on the segment between its phase compositions has an equilibrium with those same two phase
compositions. -/
theorem equilibrium_along_tie_line (hA : ConvexOn ℝ A.dom A.G) (hB : ConvexOn ℝ B.dom B.G)
    (h : IsEquilibrium A B x f y z) (hf : 0 < f) (hf1 : f < 1)
    {g : ℝ} (hg0 : 0 ≤ g) (hg1 : g ≤ 1) :
    IsEquilibrium A B (g • y + (1 - g) • z) g y z := by
  rcases le_total g f with hg | hg
  · exact equilibrium_of_le hA h hf1 hg0 hg
  · have k := (equilibrium_of_le hB h.swap (by linarith) (g := 1 - g)
      (by linarith) (by linarith)).swap
    rw [sub_sub_cancel, add_comm ((1 - g) • z)] at k
    exact k
```

Thus the whole tie line, ends included, is in equilibrium with the same pair of compositions, and convexity without strictness suffices for this. If \(y=z\), the segment shrinks to the point \(x\), and every fraction in \([0,1]\) is an equilibrium fraction there. The next theorem uses \(f/2\) as the second fraction and concludes that the fraction is unique among two-phase equilibria exactly when \(y\neq z\).

```lean
/-- For strictly convex phases and an equilibrium containing both, the phase fraction is the
same in all such equilibria at that overall composition exactly when the two phase compositions
differ. -/
theorem fraction_unique_iff (hA : StrictConvexOn ℝ A.dom A.G)
    (hB : StrictConvexOn ℝ B.dom B.G) (h : IsEquilibrium A B x f y z)
    (hf : 0 < f) (hf1 : f < 1) :
    (∀ g y' z', 0 < g → g < 1 → IsEquilibrium A B x g y' z' → g = f) ↔ y ≠ z := by
  constructor
  · intro H hyz
    subst hyz
    -- with equal compositions, half the fraction is an equilibrium as well
    have k := equilibrium_along_tie_line hA.convexOn hB.convexOn h hf hf1
      (g := f / 2) (by linarith) (by linarith)
    have e : (f / 2) • y + (1 - f / 2) • y = x := by
      rw [← h.1.2.2.2.2]; module
    rw [e] at k
    have := H _ _ _ (by linarith) (by linarith) k
    linarith
  · intro hne g y' z' hg hg1 h'
    exact ((tie_line_unique hA hB h h' hf hf1 hg hg1).2.2 hne).symm
```

The smallest case is a pure substance. It has no composition variable, so `E` is a single point, \(y=z\) always holds, and strict convexity is no restriction. Coexistence in equilibrium then requires \(G_A=G_B\), and every fraction has the same energy. Ice and water at the melting point behave this way: temperature and pressure do not fix how much of each is present.

## Two parabolas that meet every hypothesis

Take \(G_A(u)=(u+1)^2\) and \(G_B(u)=(u-1)^2\) on the whole real line, a mathematical example and not a range of mole fractions. At \(x=0\), equal fractions at \(-1\) and \(1\) conserve matter and have energy zero. No split does better, because its energy is a sum of squares with nonnegative weights.

```lean
/-- A model phase on the real line with parabolic free energy centred at `c`. -/
def parabola (c : ℝ) : Phase ℝ := ⟨Set.univ, fun u => (u - c) ^ 2⟩

/-- Parabolic phases are strictly convex, and those centred at `-1` and `1` have at overall
composition `0` an equilibrium of equal fractions with compositions `-1` and `1`. -/
theorem tie_line_witness :
    (∀ c, StrictConvexOn ℝ (parabola c).dom (parabola c).G) ∧
      IsEquilibrium (parabola (-1)) (parabola 1) 0 (1 / 2) (-1) 1 := by
  constructor
  · intro c
    refine ⟨convex_univ, ?_⟩
    intro u _ v _ huv a b ha hb hab
    have h : 0 < a * b * (u - v) ^ 2 := by
      have := sub_ne_zero.2 huv
      positivity
    obtain rfl : b = 1 - a := by linarith
    simp only [parabola, smul_eq_mul]
    nlinarith [h]
  · refine ⟨⟨by norm_num, by norm_num, Set.mem_univ _, Set.mem_univ _, by norm_num⟩, ?_⟩
    rintro f y z ⟨h0, h1, -⟩
    have h2 : 0 ≤ 1 - f := by linarith
    have k := add_nonneg (mul_nonneg h0 (sq_nonneg (y - -1)))
      (mul_nonneg h2 (sq_nonneg (z - 1)))
    simp only [energy, parabola]
    linarith

end EquilibriumTieLine
```

Strict convexity of each parabola comes from the identity, for \(a+b=1\),

\[ a(u-c)^2+b(v-c)^2-(au+bv-c)^2=ab(u-v)^2, \]

whose right side is positive when \(a,b>0\) and \(u\neq v\). In the proof the positivity of this quantity is `h`, which is passed to `nlinarith`.

```lean
#print axioms EquilibriumTieLine.composition_unique
#print axioms EquilibriumTieLine.fraction_unique_iff
```

```
'EquilibriumTieLine.composition_unique' depends on axioms: [propext, Classical.choice, Quot.sound]
'EquilibriumTieLine.fraction_unique_iff' depends on axioms: [propext, Classical.choice, Quot.sound]
```
